# The small-gradient LB94 term is not the functional derivative of any energy

## Two energies of opposite sign from one potential

Take n = exp(-2r) and the potential v[n] = n'² n^(-7/3), the small-gradient form of the LB94 correction up to its coefficient. I leave out the factor 4π from the angular integral throughout. If I build the density up from zero amplitude and integrate the potential along the way, I get 81/16. If I use the virial formula, I get -81/16. For n^(1/3), both routes give 81/1024. I take this to mean that the gradient term is not a functional derivative. Can that be proved properly, without assumptions about the unknown energy at zero density, and checked by machine?

## Amplitude and scale make incompatible demands

Yes. Give the gradient term a coefficient b; in LB94, b = -β, where β sets the strength of the correction for a spin density. The radial integrals run over r > 0 and omit the common factor 4π. They need only, for K > 0,

∫ r² exp(-Kr) dr = 2/K³,  ∫ r³ exp(-Kr) dr = 6/K⁴.

For n = exp(-2r), the potential at density tn is 4b t^(-1/3) exp(2r/3). Since 3n + r n' = (3 - 2r) exp(-2r), the two energies are

E_amp = 4b ∫₀¹ t^(-1/3) dt ∫ r² exp(-4r/3) dr = 4b · 3/2 · 27/32 = 81b/16

E_scal = 4b ∫ r² (3 - 2r) exp(-4r/3) dr = 4b (81/32 - 243/64) = -81b/16.

For n^(1/3) the same steps give

E_amp = 3/4 · 27/256 = 81/1024

E_scal = 81/256 - 243/1024 = 81/1024.

Now suppose that some energy E has the gradient term as its derivative. Let n_l(r) = l³ exp(-2lr), the density n uniformly scaled by l. Then

dE[a n_l]/da = ∫ r² n_l v[a n_l] dr = (27/8) b l a^(-1/3).

Integrating from a = 1 to a = 8 avoids zero density:

E[8n_l] - E[n_l] = (243/16) b l.

The l-derivative at l = 1 is therefore 243b/16. But d(l³n(lr))/dl = 3n + r n' at l = 1, so the potential prescribes this derivative too. It is -81b/16 for n and, since E_scal grows as a^(2/3), four times that for 8n. The difference is -243b/16, hence b = 0.

In Lean, `density c k` is c exp(-kr), and `response v n w` is the first-order energy change ∫ r² w v[n] dr. `IsFirstVariation v E` requires the correct derivative of `E` under amplitude changes and uniform scaling, for exponential densities with c, k > 0. `E` is otherwise arbitrary. A functional derivative valid along these paths meets this requirement, so ruling out even this much is the stronger statement.

`path_energies` gives the four values, and `lb_not_firstVariation` excludes every `E` when b ≠ 0. `lda_isFirstVariation` shows that n^(1/3) passes the same exponential-density test, with energy (3/4)∫ r² n^(4/3) dr.

The result concerns the gradient term alone, not LB94 with its denominator. In an exponential tail the reduced gradient |n'|/n^(4/3) grows, so there the term no longer approximates the full correction.

```lean
import Mathlib

open MeasureTheory Set

namespace LB94Consistency

/-- The exponential radial density `c exp(-k r)`. -/
noncomputable def density (c k r : ℝ) : ℝ := c * Real.exp (-(k * r))

/-- Uniform scaling of a density, `s³ n(s r)`. -/
def scaled (s : ℝ) (n : ℝ → ℝ) (r : ℝ) : ℝ := s ^ 3 * n (s * r)

/-- The local potential `n^(1/3)`, for nonnegative densities. -/
noncomputable def ldaTerm (n : ℝ → ℝ) (r : ℝ) : ℝ := n r ^ (1 / 3 : ℝ)

/-- The small-gradient LB94 term `b n'² n^(-7/3)` with coefficient `b`,
for positive differentiable densities. -/
noncomputable def lbTerm (b : ℝ) (n : ℝ → ℝ) (r : ℝ) : ℝ :=
  b * (deriv n r ^ 2 * n r ^ (-7 / 3 : ℝ))

/-- The radial integral of `r² w v[n]`: the energy change that the potential `v`
assigns to the density change `w`, without the factor 4π. -/
noncomputable def response (v : (ℝ → ℝ) → ℝ → ℝ) (n w : ℝ → ℝ) : ℝ :=
  ∫ r in Ioi (0 : ℝ), r ^ 2 * w r * v n r

/-- The energy obtained by raising the amplitude of the density from 0 to 1. -/
noncomputable def amplitudeEnergy (v : (ℝ → ℝ) → ℝ → ℝ) (n : ℝ → ℝ) : ℝ :=
  ∫ t in (0 : ℝ)..1, response v (fun r => t * n r) n

/-- The scaling (virial) energy, the integral of `r² v[n] (3n + r n')`. -/
noncomputable def scalingEnergy (v : (ℝ → ℝ) → ℝ → ℝ) (n : ℝ → ℝ) : ℝ :=
  response v n (fun r => 3 * n r + r * deriv n r)

/-- On exponential densities, `v` gives the derivative of the energy `E` under
changes of amplitude and under uniform scaling. -/
def IsFirstVariation (v : (ℝ → ℝ) → ℝ → ℝ) (E : (ℝ → ℝ) → ℝ) : Prop :=
  ∀ c k, 0 < c → 0 < k →
    (∀ a, 0 < a → HasDerivAt (fun s => E (fun r => s * density c k r))
      (response v (fun r => a * density c k r) (density c k)) a) ∧
    HasDerivAt (fun s => E (scaled s (density c k))) (scalingEnergy v (density c k)) 1

/-- The local energy, 3/4 of the radial integral of `r² n n^(1/3)`. -/
noncomputable def ldaEnergy (n : ℝ → ℝ) : ℝ := 3 / 4 * response ldaTerm n n

/-- Changing the amplitude or the length scale of an exponential density gives
another exponential density. -/
theorem density_paths (c k s : ℝ) :
    (fun r => s * density c k r) = density (s * c) k ∧
    scaled s (density c k) = density (s ^ 3 * c) (k * s) := by
  constructor <;> funext r <;> simp only [scaled, density, mul_assoc]

/-- The radial slope of an exponential density. -/
theorem deriv_density (c k r : ℝ) :
    deriv (density c k) r = -(k * c * Real.exp (-(k * r))) := by
  have h := (((hasDerivAt_id' r).const_mul k).fun_neg.exp).const_mul c
  have h' : deriv (density c k) r = _ := h.deriv
  rw [h']
  ring

/-- The response integral when the potential is `q exp(-m r)` and the density change
is `(A + B r) exp(-k r)`, with total decay rate `K = k + m > 0`. -/
theorem response_exp {v : (ℝ → ℝ) → ℝ → ℝ} {n w : ℝ → ℝ} {q m A B k K : ℝ}
    (hv : ∀ r, v n r = q * Real.exp (-(m * r)))
    (hw : ∀ r, w r = (A + B * r) * Real.exp (-(k * r))) (hK : k + m = K) (h : 0 < K) :
    response v n w = q * (2 * A / K ^ 3 + 6 * B / K ^ 4) := by
  have mom : ∀ j : ℕ, ∫ r in Ioi (0 : ℝ), r ^ j * Real.exp (-(K * r)) =
      (j.factorial : ℝ) / K ^ (j + 1) := by
    intro j
    have g := Real.integral_rpow_mul_exp_neg_mul_Ioi
      (show (0 : ℝ) < (j : ℝ) + 1 by positivity) h
    rw [Real.Gamma_nat_eq_factorial] at g
    simp only [add_sub_cancel_right, Real.rpow_natCast] at g
    rw [g, show (j : ℝ) + 1 = ((j + 1 : ℕ) : ℝ) by norm_num, Real.rpow_natCast,
      one_div, inv_pow, div_eq_mul_inv, mul_comm]
  -- a nonzero integral certifies integrability
  have int : ∀ j : ℕ, IntegrableOn (fun r : ℝ => r ^ j * Real.exp (-(K * r))) (Ioi 0) := by
    intro j
    by_contra g
    have g0 := mom j
    rw [integral_undef g] at g0
    have : (0 : ℝ) < (j.factorial : ℝ) / K ^ (j + 1) := by positivity
    linarith
  have e : ∀ r, r ^ 2 * w r * v n r = q * A * (r ^ 2 * Real.exp (-(K * r))) +
      q * B * (r ^ 3 * Real.exp (-(K * r))) := by
    intro r
    rw [hw, hv, ← hK, show -((k + m) * r) = -(k * r) + -(m * r) by ring, Real.exp_add]
    ring
  have f2 : (Nat.factorial 2 : ℝ) = 2 := by norm_num [Nat.factorial]
  have f3 : (Nat.factorial 3 : ℝ) = 6 := by norm_num [Nat.factorial]
  simp only [response, e]
  rw [integral_add (Integrable.const_mul (int 2) _) (Integrable.const_mul (int 3) _),
    integral_const_mul, integral_const_mul, mom 2, mom 3, f2, f3]
  ring

/-- Integration over the amplitude of a response proportional to `t^p`, `p > -1`. -/
theorem integral_power {f : ℝ → ℝ} {C p : ℝ} (hp : -1 < p)
    (h : ∀ t, 0 < t → f t = t ^ p * C) : ∫ t in (0 : ℝ)..1, f t = C / (p + 1) := by
  have e : ∫ t in (0 : ℝ)..1, f t = ∫ t in (0 : ℝ)..1, t ^ p * C := by
    rw [intervalIntegral.integral_of_le zero_le_one,
      intervalIntegral.integral_of_le zero_le_one]
    exact setIntegral_congr_fun measurableSet_Ioc (fun t ht => h t ht.1)
  have hp1 : p + 1 ≠ 0 := by
    intro h0
    linarith
  rw [e, intervalIntegral.integral_mul_const, integral_rpow (Or.inl hp), Real.one_rpow,
    Real.zero_rpow hp1]
  ring

/-- Amplitude response and scaling energy of the local potential for `c exp(-k r)`,
with `c, k > 0`. -/
theorem lda_response {c k : ℝ} (hc : 0 < c) (hk : 0 < k) :
    (∀ a, 0 < a → response ldaTerm (fun r => a * density c k r) (density c k) =
      a ^ (1 / 3 : ℝ) * (c ^ (1 / 3 : ℝ) * c * (27 / 32) / k ^ 3)) ∧
    scalingEnergy ldaTerm (density c k) = c ^ (1 / 3 : ℝ) * c * (81 / 128) / k ^ 3 := by
  have hv : ∀ d, 0 < d → ∀ r, ldaTerm (density d k) r =
      d ^ (1 / 3 : ℝ) * Real.exp (-(k / 3 * r)) := by
    intro d hd r
    rw [ldaTerm, density, Real.mul_rpow hd.le (Real.exp_pos _).le, ← Real.exp_mul]
    congr 2
    ring
  constructor
  · intro a ha
    rw [(density_paths c k a).1]
    refine (response_exp (A := c) (B := 0) (k := k) (K := 4 * k / 3)
      (hv _ (mul_pos ha hc)) ?_ (by ring) (by positivity)).trans ?_
    · intro r
      rw [density]
      ring
    · rw [Real.mul_rpow ha.le hc.le]
      ring
  · refine (response_exp (A := 3 * c) (B := -(k * c)) (k := k) (K := 4 * k / 3)
      (hv c hc) ?_ (by ring) (by positivity)).trans ?_
    · intro r
      simp only [deriv_density, density]
      ring
    · have h : k * k⁻¹ ^ 4 = k⁻¹ ^ 3 := by field_simp
      linear_combination (-(243 / 128) * c ^ (1 / 3 : ℝ) * c) * h

/-- Amplitude response and scaling energy of the small-gradient LB94 term for
`c exp(-k r)`, with `c, k > 0`. -/
theorem lb_response (b : ℝ) {c k : ℝ} (hc : 0 < c) (hk : 0 < k) :
    (∀ a, 0 < a → response (lbTerm b) (fun r => a * density c k r) (density c k) =
      a ^ (-1 / 3 : ℝ) * (b * c ^ (-1 / 3 : ℝ) * c * (27 / 4) / k)) ∧
    scalingEnergy (lbTerm b) (density c k) =
      -(b * c ^ (-1 / 3 : ℝ) * c * (81 / 8) / k) := by
  have hv : ∀ d, 0 < d → ∀ r, lbTerm b (density d k) r =
      b * k ^ 2 * d ^ (-1 / 3 : ℝ) * Real.exp (-(-(k / 3) * r)) := by
    intro d hd r
    have h1 : d ^ (-1 / 3 : ℝ) = d ^ 2 * d ^ (-7 / 3 : ℝ) := by
      rw [← Real.rpow_natCast d 2, ← Real.rpow_add hd]
      norm_num
    have h2 : Real.exp (-(-(k / 3) * r)) =
        Real.exp (-(k * r)) ^ 2 * Real.exp (-(k * r) * (-7 / 3)) := by
      rw [← Real.exp_nat_mul, ← Real.exp_add]
      congr 1
      push_cast
      ring
    rw [lbTerm, deriv_density, density, Real.mul_rpow hd.le (Real.exp_pos _).le,
      ← Real.exp_mul, h1, h2]
    ring
  have h1 : k ^ 2 * k⁻¹ ^ 3 = k⁻¹ := by field_simp
  have h2 : k ^ 3 * k⁻¹ ^ 4 = k⁻¹ := by field_simp
  constructor
  · intro a ha
    rw [(density_paths c k a).1]
    refine (response_exp (A := c) (B := 0) (k := k) (K := 2 * k / 3)
      (hv _ (mul_pos ha hc)) ?_ (by ring) (by positivity)).trans ?_
    · intro r
      rw [density]
      ring
    · rw [Real.mul_rpow ha.le hc.le]
      linear_combination (b * a ^ (-1 / 3 : ℝ) * c ^ (-1 / 3 : ℝ) * c * (27 / 4)) * h1
  · refine (response_exp (A := 3 * c) (B := -(k * c)) (k := k) (K := 2 * k / 3)
      (hv c hc) ?_ (by ring) (by positivity)).trans ?_
    · intro r
      simp only [deriv_density, density]
      ring
    · linear_combination (b * c ^ (-1 / 3 : ℝ) * c * (81 / 4)) * h1 -
        (b * c ^ (-1 / 3 : ℝ) * c * (243 / 8)) * h2

/-- For `n = exp(-2r)` the two energies of the local potential are both 81/1024, and
those of the small-gradient LB94 term are `81b/16` and `-81b/16`. -/
theorem path_energies (b : ℝ) :
    amplitudeEnergy ldaTerm (density 1 2) = 81 / 1024 ∧
    scalingEnergy ldaTerm (density 1 2) = 81 / 1024 ∧
    amplitudeEnergy (lbTerm b) (density 1 2) = 81 / 16 * b ∧
    scalingEnergy (lbTerm b) (density 1 2) = -(81 / 16 * b) := by
  have p1 : (0 : ℝ) < 1 := by norm_num
  have p2 : (0 : ℝ) < 2 := by norm_num
  have h := integral_power (by norm_num) (lda_response p1 p2).1
  have g := integral_power (by norm_num) (lb_response b p1 p2).1
  refine ⟨?_, ?_, ?_, ?_⟩
  · rw [amplitudeEnergy, h, Real.one_rpow]
    norm_num
  · rw [(lda_response p1 p2).2, Real.one_rpow]
    norm_num
  · rw [amplitudeEnergy, g, Real.one_rpow]
    ring
  · rw [(lb_response b p1 p2).2, Real.one_rpow]
    ring

/-- On exponential densities the local potential is the first variation of the local
energy under amplitude changes and uniform scaling. -/
theorem lda_isFirstVariation : IsFirstVariation ldaTerm ldaEnergy := by
  have hE : ∀ c k, 0 < c → 0 < k →
      ldaEnergy (density c k) = c ^ (1 / 3 : ℝ) * c * (81 / 128) / k ^ 3 := by
    intro c k hc hk
    have h := (lda_response hc hk).1 1 one_pos
    simp only [one_mul, Real.one_rpow] at h
    rw [ldaEnergy, h]
    ring
  intro c k hc hk
  constructor
  · intro a ha
    rw [(lda_response hc hk).1 a ha]
    have h := (Real.hasDerivAt_rpow_const (p := 4 / 3) (Or.inl ha.ne')).mul_const
      (c ^ (1 / 3 : ℝ) * c * (81 / 128) / k ^ 3)
    refine (h.congr_of_eventuallyEq ?_).congr_deriv ?_
    · filter_upwards [lt_mem_nhds ha] with s hs
      rw [(density_paths c k s).1, hE _ _ (mul_pos hs hc) hk, Real.mul_rpow hs.le hc.le,
        show (4 / 3 : ℝ) = 1 / 3 + 1 by norm_num, Real.rpow_add_one hs.ne']
      ring
    · rw [show (4 / 3 : ℝ) - 1 = 1 / 3 by norm_num]
      ring
  · rw [(lda_response hc hk).2]
    have h := (hasDerivAt_id' (1 : ℝ)).mul_const (c ^ (1 / 3 : ℝ) * c * (81 / 128) / k ^ 3)
    refine (h.congr_of_eventuallyEq ?_).congr_deriv (one_mul _)
    filter_upwards [lt_mem_nhds (one_pos : (0 : ℝ) < 1)] with s hs
    have hs3 : (s ^ 3) ^ (1 / 3 : ℝ) = s := by
      rw [← Real.rpow_natCast, ← Real.rpow_mul hs.le]
      norm_num
    have h3 : s ^ 3 * s⁻¹ ^ 3 = 1 := by field_simp
    rw [(density_paths c k s).2, hE _ _ (by positivity) (mul_pos hk hs),
      Real.mul_rpow (by positivity) hc.le, hs3]
    linear_combination (s * c ^ (1 / 3 : ℝ) * c * (81 / 128) * k⁻¹ ^ 3) * h3

/-- With a nonzero coefficient, the small-gradient LB94 term is not the first variation
of any energy functional, even on exponential densities alone. -/
theorem lb_not_firstVariation {b : ℝ} (hb : b ≠ 0) :
    ¬ ∃ E : (ℝ → ℝ) → ℝ, IsFirstVariation (lbTerm b) E := by
  rintro ⟨E, hE⟩
  have p1 : (0 : ℝ) < 1 := by norm_num
  have p2 : (0 : ℝ) < 2 := by norm_num
  have p8 : (0 : ℝ) < 8 := by norm_num
  have e8 : (8 : ℝ) = 2 ^ (3 : ℝ) := by norm_num
  have h8 : (8 : ℝ) ^ (2 / 3 : ℝ) = 4 := by
    rw [e8, ← Real.rpow_mul p2.le]
    norm_num
  have h8' : (8 : ℝ) ^ (-1 / 3 : ℝ) = 1 / 2 := by
    rw [e8, ← Real.rpow_mul p2.le, show (3 : ℝ) * (-1 / 3) = -1 by norm_num,
      Real.rpow_neg_one]
    norm_num
  -- raise the amplitude from 1 to 8 at fixed length scale
  have key : ∀ l, 0 < l → E (scaled l (density 8 2)) - E (scaled l (density 1 2)) =
      243 / 16 * b * l := by
    intro l hl
    have q3 : 0 < l ^ 3 := by positivity
    have q2 : 0 < 2 * l := by positivity
    have hl3 : (l ^ 3) ^ (-1 / 3 : ℝ) = l⁻¹ := by
      rw [← Real.rpow_natCast, ← Real.rpow_mul hl.le,
        show ((3 : ℕ) : ℝ) * (-1 / 3) = -1 by norm_num, Real.rpow_neg_one]
    have hd : ∀ a, 0 < a → HasDerivAt (fun s => E (fun r => s * density (l ^ 3) (2 * l) r) -
        s ^ (2 / 3 : ℝ) * (81 / 16 * b * l)) 0 a := by
      intro a ha
      have h1 := (hE (l ^ 3) (2 * l) q3 q2).1 a ha
      rw [(lb_response b q3 q2).1 a ha, hl3] at h1
      have h2 := (Real.hasDerivAt_rpow_const (p := 2 / 3) (Or.inl ha.ne')).mul_const
        (81 / 16 * b * l)
      refine (h1.fun_sub h2).congr_deriv ?_
      have h3 : l⁻¹ * l ^ 3 * l⁻¹ = l := by field_simp
      rw [show (2 / 3 : ℝ) - 1 = -1 / 3 by norm_num]
      linear_combination (27 / 8 * b * a ^ (-1 / 3 : ℝ)) * h3
    have hc := constant_of_has_deriv_right_zero
      (show ContinuousOn _ (Icc (1 : ℝ) 8) from fun x hx =>
        (hd x (lt_of_lt_of_le p1 hx.1)).continuousAt.continuousWithinAt)
      (fun x hx => (hd x (lt_of_lt_of_le p1 hx.1)).hasDerivWithinAt) 8 (by norm_num)
    beta_reduce at hc
    rw [(density_paths (l ^ 3) (2 * l) 8).1, (density_paths (l ^ 3) (2 * l) 1).1,
      Real.one_rpow, h8] at hc
    rw [(density_paths 8 2 l).2, (density_paths 1 2 l).2, mul_comm (l ^ 3) 8,
      mul_comm (l ^ 3) 1]
    linear_combination hc
  -- compare the scale derivative with the one prescribed by the potential
  have d8 := (hE 8 2 p8 p2).2
  have d1 := (hE 1 2 p1 p2).2
  rw [(lb_response b p8 p2).2, h8'] at d8
  rw [(lb_response b p1 p2).2, Real.one_rpow] at d1
  have hlin : HasDerivAt (fun l => E (scaled l (density 8 2)) - E (scaled l (density 1 2)))
      (243 / 16 * b * 1) 1 := by
    refine ((hasDerivAt_id' (1 : ℝ)).const_mul (243 / 16 * b)).congr_of_eventuallyEq ?_
    filter_upwards [lt_mem_nhds p1] with l hl using key l hl
  have h := (d8.fun_sub d1).unique hlin
  exact hb (by linarith)

end LB94Consistency
```

```lean
#print axioms LB94Consistency.path_energies
#print axioms LB94Consistency.lda_isFirstVariation
#print axioms LB94Consistency.lb_not_firstVariation
```

```
'LB94Consistency.path_energies' depends on axioms: [propext, Classical.choice, Quot.sound]
'LB94Consistency.lda_isFirstVariation' depends on axioms: [propext, Classical.choice, Quot.sound]
'LB94Consistency.lb_not_firstVariation' depends on axioms: [propext, Classical.choice, Quot.sound]
```

`response_exp` evaluates the moments through the Gamma function. `lda_response` and `lb_response` apply it to the two potentials, and `integral_power` does the amplitude integral. For the local energy, amplitude changes give a^(4/3) and scaling gives a factor s; differentiating these proves `lda_isFirstVariation`.

The non-existence proof turns on Mathlib's `constant_of_has_deriv_right_zero`: a continuous function on an interval with zero right derivative is constant. It is applied on [1, 8] to

E[a n_l] - (81/16) b l a^(2/3),

whose derivative in a vanishes. This yields `key`, the energy difference above, with no regularity of `E` beyond the assumed derivatives. Finally, `unique` equates the two scale derivatives, and `linarith` extracts b = 0.

In a radial-grid code, the virial energy is a weighted sum of r² v (3n + r n'), times 4π; the amplitude energy also contains an integral over t, which is elementary for these two terms. Suppose that a potential obeys v[n_s](r) = s v[n](sr) for n_s(r) = s³n(sr), as both terms here do. If it is the functional derivative of an energy that vanishes as the amplitude goes to zero, the two values agree. A mismatch therefore rules out such an energy, while agreement on some densities does not prove that one exists.
